# A singular Kohn calculation: a one-parameter Kohn estimate with no stationary point although the exact phase tangent is finite

## s-wave scattering by a potential of finite range

A particle of mass $m$ and energy $E$ scatters off a central potential $V$ that vanishes for $r>1$. With $k^2=2mE/\hbar^2$ and $U=2mV/\hbar^2$, the s-wave radial function $u$ obeys $Lu=0$, $u(0)=0$, where $Lv=v''+(k^2-U)v$. Outside, $u$ is scaled to $\sin kr+\tau\cos kr$, so $\tau=\tan\delta$ with $\delta$ the phase shift. A function $v$ matches with tangent $t$ if $v(0)=0$, $v(1)=\sin k+t\cos k$ and $v'(1)=k(\cos k-t\sin k)$. The Kohn method makes
$$\mathcal K[v]=t+\frac1k\int_0^1 v\,Lv\,dr$$
stationary over the trial parameters. The question is whether a stationary point must exist when $\tau$ is finite.

## Wronskian and Kato identities

Let $u$ solve $Lu=0$ with tangent $\tau$ and let $v$ match with $t$. Then $u\,Lv=uv''-u''v=(uv'-u'v)'$, the boundary term at $0$ vanishes, and
$$\int_0^1 u\,Lv\,dr=k(\sin k+\tau\cos k)(\cos k-t\sin k)-k(\cos k-\tau\sin k)(\sin k+t\cos k)=k(\tau-t).$$
If $v$ is also a solution and $k\ne0$, then $\tau=t$: the exact tangent is unique. With $w=v-u$ one has $Lw=Lv$, so $\int w\,Lw=\int v\,Lv-k(\tau-t)$, that is
$$\mathcal K[v]=\tau+\frac1k\int_0^1 w\,Lw\,dr .$$
The error of the estimate is quadratic in $w$.

## The trial family at $k=\pi$

Take $k=\pi$ and $U=\pi^2-\tfrac52$, a repulsive step below the energy, so $Lv=v''+\tfrac52v$. Put $s=\sin\pi r$, $g=r^2-2r$, $v_t=s+tg$. Matching requires $v(1)=-t$ and $v'(1)=-\pi$, which holds because $g(0)=0$, $g(1)=-1$, $g'(1)=0$. From $Ls=(\tfrac52-\pi^2)s$, $Lg=2+\tfrac52g$ and
$$\int s=\frac2\pi,\quad\int s^2=\frac12,\quad\int g=-\frac23,\quad\int g^2=\frac8{15},\quad\int gs=-\frac1\pi-\frac4{\pi^3},$$
all over $[0,1]$, the coefficients of $t^0$, $t^1$, $t^2$ in $\int v_t\,Lv_t$ are
$$\frac12\Big(\frac52-\pi^2\Big),\qquad \frac4\pi+(5-\pi^2)\int gs=\pi+\frac3\pi-\frac{20}{\pi^3},\qquad -\frac43+\frac52\cdot\frac8{15}=0 .$$
The step height is chosen for this last cancellation. Hence
$$\mathcal K[v_t]=\frac{5/2-\pi^2}{2\pi}+\Big(2+\frac3{\pi^2}-\frac{20}{\pi^4}\Big)t,$$
and the slope is positive because $\pi^4\ge81$ gives $20/\pi^4<2$.

The exact interior wave is $A\sin Kr$ with $K=\sqrt{5/2}$ and amplitude $A$. Since $9<\pi^2<10$, $K$ lies in $(\pi/2,3\pi/2)$ and $\cos K<0$. The slope condition gives $A=-\pi/(K\cos K)$, and $\tau=-u(1)=\pi\tan K/K$.

Two orienting remarks follow, which are not among the theorems. Numerically the slope is about $2.10$ and $\tau\approx-192$, so $\delta$ is close to $-\pi/2$. At fixed $k=\pi$, with the step height varied and $K^2=\pi^2-U$, the exact tangent diverges where $\cos K=0$, first at $K^2=\pi^2/4$, while the $t^2$ term vanishes when $K^2$ equals $\int g'^2/\int g^2=5/2$, the Rayleigh quotient of $g$ for $-d^2/dr^2$ on $[0,1]$ with zero value at $0$ and zero slope at $1$, whose lowest eigenvalue is $\pi^2/4$.

In this one-parameter, single-channel model the variational equation is unsolvable for a reason that lies in the trial function, which shows that a singular Kohn calculation need not signal an infinite $\tan\delta$. In scattering theory a Kohn anomaly (unrelated to the feature of phonon spectra with the same name) is a spurious singularity, met when the energy is scanned with a finite basis, that has no counterpart in the exact $\tan\delta$. Despite the Lean name `kohn_anomaly`, the singularity here is of a milder kind: when the step height is varied at $k=\pi$, the stationary value has a single pole, at $K^2=5/2$, which is the true pole at $K^2=\pi^2/4$ displaced by the error of $g$. The theorem concerns one energy and that one step height.

## What `kohn_anomaly` says

`radialOp`, `Matches` and `kohn` are $L$, the matching conditions and $\mathcal K$. `Solves` asks $Lu=0$ on `Set.Icc (0 : ℝ) 1`, and `IsExactTangent k U τ` asks for a $C^2$ solution matching with $\tau$. `well` (a barrier, despite its name), `trial`, `K` and `exactWave` are the data above. The six clauses state: every $v_t$ is $C^2$ and matches with $t$; $t\mapsto\mathcal K[v_t]$ has derivative $2+3/\pi^2-20/\pi^4$ everywhere; that number is positive; the derivative is nowhere $0$; $\cos K\ne0$; and $\tau$ is an exact tangent if and only if $\tau=\pi\tan K/K$. The fifth clause matters because Lean's `tan` returns $0$ where the cosine vanishes.

Functions are $C^2$ on all of $\mathbb R$, and `deriv v 1` is the slope of the interior function continued past $r=1$. The exterior region enters only through `Matches`; `U` is read on $[0,1]$ alone. The normalisation excludes $\delta=\pi/2$ modulo $\pi$.

## A half-line version

An alternative puts $v$ on $[0,\infty)$, equal to the free wave for $r>1$, with $U$ cut off at $r=1$ and the integral running to infinity. The exterior contributes nothing and the numbers are unchanged, but $u''$ jumps at $r=1$, so $C^2$ would give way to $C^1$ and piecewise $C^2$, and the integrals would be split there. In return, matching would follow from smoothness instead of being a definition.

## The Lean file

```lean
import Mathlib

open Real intervalIntegral

namespace KohnAnomaly

noncomputable section

/-- The s-wave radial operator `L v = v'' + (k² - U) v`. -/
def radialOp (k : ℝ) (U v : ℝ → ℝ) (r : ℝ) : ℝ :=
  deriv (deriv v) r + (k ^ 2 - U r) * v r

/-- `u` solves the radial equation `L u = 0` on `[0,1]`. -/
def Solves (k : ℝ) (U u : ℝ → ℝ) : Prop :=
  ∀ r ∈ Set.Icc (0 : ℝ) 1, radialOp k U u r = 0

/-- `v` vanishes at the origin and joins the free wave `sin kr + t cos kr` in value and
slope at `r = 1`. -/
def Matches (k t : ℝ) (v : ℝ → ℝ) : Prop :=
  v 0 = 0 ∧ v 1 = sin k + t * cos k ∧ deriv v 1 = k * (cos k - t * sin k)

/-- `τ` is an exact tangent of the phase shift: some `C²` solution matches with `τ`. -/
def IsExactTangent (k : ℝ) (U : ℝ → ℝ) (τ : ℝ) : Prop :=
  ∃ u : ℝ → ℝ, ContDiff ℝ 2 u ∧ Solves k U u ∧ Matches k τ u

/-- The Kohn estimate `t + (1/k) ∫₀¹ v L v`. -/
def kohn (k : ℝ) (U : ℝ → ℝ) (t : ℝ) (v : ℝ → ℝ) : ℝ :=
  t + 1 / k * ∫ r in (0 : ℝ)..1, v r * radialOp k U v r

/-- The constant potential `U = π² - 5/2`. -/
def well (_r : ℝ) : ℝ := π ^ 2 - 5 / 2

/-- The trial function `v_t = sin πr + t (r² - 2r)`. -/
def trial (t r : ℝ) : ℝ := sin (π * r) + t * (r ^ 2 - 2 * r)

/-- The interior wave number `K = √(5/2)`. -/
def K : ℝ := √(5 / 2)

/-- The interior wave `-π sin (K r) / (K cos K)`. -/
def exactWave (r : ℝ) : ℝ := -π / (K * cos K) * sin (K * r)

/-- A `C²` function is twice differentiable with continuous second derivative. -/
theorem c2_parts {v : ℝ → ℝ} (h : ContDiff ℝ 2 v) :
    Differentiable ℝ v ∧ Differentiable ℝ (deriv v) ∧ Continuous (deriv (deriv v)) := by
  have h' : ContDiff ℝ (1 + 1) v := by rw [one_add_one_eq_two]; exact h
  obtain ⟨h1, -, h2⟩ := contDiff_succ_iff_deriv.1 h'
  exact ⟨h1, contDiff_one_iff_deriv.1 h2⟩

/-- Derivatives of the waves `sin qr` and `cos qr`. -/
theorem wave_deriv (q r : ℝ) :
    HasDerivAt (fun r => sin (q * r)) (q * cos (q * r)) r ∧
    HasDerivAt (fun r => cos (q * r)) (-(q * sin (q * r))) r :=
  ⟨((hasDerivAt_id' r).const_mul q).sin.congr_deriv (by ring),
   ((hasDerivAt_id' r).const_mul q).cos.congr_deriv (by ring)⟩

/-- Wronskian identity: for a solution `u` with tangent `τ` and a function `v` matched with
tangent `t`, `∫₀¹ u L v = k (τ - t)`. -/
theorem wronskian {k τ t : ℝ} {U u v : ℝ → ℝ} (hu : ContDiff ℝ 2 u) (hv : ContDiff ℝ 2 v)
    (hs : Solves k U u) (mu : Matches k τ u) (mv : Matches k t v) :
    ∫ r in (0 : ℝ)..1, u r * radialOp k U v r = k * (τ - t) := by
  obtain ⟨a1, a2, a3⟩ := c2_parts hu
  obtain ⟨b1, b2, b3⟩ := c2_parts hv
  obtain ⟨u0, u1, u2⟩ := mu
  obtain ⟨v0, v1, v2⟩ := mv
  -- on the interval `u L v = u v'' - u'' v`
  have e : ∫ r in (0 : ℝ)..1, u r * radialOp k U v r
      = ∫ r in (0 : ℝ)..1, (u r * deriv (deriv v) r - deriv (deriv u) r * v r) := by
    apply integral_congr
    intro r hr
    rw [Set.uIcc_of_le zero_le_one] at hr
    have h := hs r hr
    simp only [radialOp] at h ⊢
    linear_combination v r * h
  -- which is the derivative of the Wronskian
  have d : ∀ r ∈ Set.uIcc (0 : ℝ) 1, HasDerivAt (fun r => u r * deriv v r - deriv u r * v r)
      (u r * deriv (deriv v) r - deriv (deriv u) r * v r) r := fun r _ =>
    (((a1 r).hasDerivAt.fun_mul (b2 r).hasDerivAt).fun_sub
      ((a2 r).hasDerivAt.fun_mul (b1 r).hasDerivAt)).congr_deriv (by ring)
  have c : Continuous fun r => u r * deriv (deriv v) r - deriv (deriv u) r * v r :=
    (a1.continuous.mul b3).sub (a3.mul b1.continuous)
  rw [e, integral_eq_sub_of_hasDerivAt d (c.intervalIntegrable 0 1)]
  simp only [u0, u1, u2, v0, v1, v2]
  linear_combination k * (τ - t) * sin_sq_add_cos_sq k

/-- Kato identity: the Kohn estimate equals the exact tangent plus `(1/k) ∫₀¹ w L w`, where
`w = v - u` is the error of the trial function. -/
theorem kato_identity {k τ t : ℝ} {U u v : ℝ → ℝ} (hk : k ≠ 0)
    (hU : ContinuousOn U (Set.Icc 0 1)) (hu : ContDiff ℝ 2 u) (hv : ContDiff ℝ 2 v)
    (hs : Solves k U u) (mu : Matches k τ u) (mv : Matches k t v) :
    kohn k U t v = τ + 1 / k *
      ∫ r in (0 : ℝ)..1, (v r - u r) * radialOp k U (fun r => v r - u r) r := by
  obtain ⟨a1, a2, -⟩ := c2_parts hu
  obtain ⟨b1, b2, b3⟩ := c2_parts hv
  have d1 : deriv (fun r => v r - u r) = fun r => deriv v r - deriv u r :=
    funext fun r => ((b1 r).hasDerivAt.fun_sub (a1 r).hasDerivAt).deriv
  have d2 : ∀ r, deriv (fun r => deriv v r - deriv u r) r
      = deriv (deriv v) r - deriv (deriv u) r :=
    fun r => ((b2 r).hasDerivAt.fun_sub (a2 r).hasDerivAt).deriv
  -- `L w = L v` on the interval
  have e : ∫ r in (0 : ℝ)..1, (v r - u r) * radialOp k U (fun r => v r - u r) r
      = ∫ r in (0 : ℝ)..1, (v r * radialOp k U v r - u r * radialOp k U v r) := by
    apply integral_congr
    intro r hr
    rw [Set.uIcc_of_le zero_le_one] at hr
    have h := hs r hr
    simp only [radialOp, d1, d2] at h ⊢
    linear_combination (-(v r - u r)) * h
  rw [← Set.uIcc_of_le zero_le_one] at hU
  have hq : ContinuousOn (fun r => k ^ 2 - U r) (Set.uIcc 0 1) := continuousOn_const.sub hU
  have hL : ContinuousOn (radialOp k U v) (Set.uIcc 0 1) :=
    b3.continuousOn.add (hq.mul b1.continuous.continuousOn)
  have i1 : ContinuousOn (fun r => v r * radialOp k U v r) (Set.uIcc 0 1) :=
    b1.continuous.continuousOn.mul hL
  have i2 : ContinuousOn (fun r => u r * radialOp k U v r) (Set.uIcc 0 1) :=
    a1.continuous.continuousOn.mul hL
  rw [e, integral_sub i1.intervalIntegrable i2.intervalIntegrable, wronskian hu hv hs mu mv]
  unfold kohn
  field_simp
  ring

/-- For `k ≠ 0` the exact tangent of the phase shift is unique. -/
theorem tangent_unique {k τ t : ℝ} {U : ℝ → ℝ} (hk : k ≠ 0)
    (h1 : IsExactTangent k U τ) (h2 : IsExactTangent k U t) : τ = t := by
  obtain ⟨u, hu, su, mu⟩ := h1
  obtain ⟨v, hv, sv, mv⟩ := h2
  have e : ∫ r in (0 : ℝ)..1, u r * radialOp k U v r = ∫ _r in (0 : ℝ)..1, (0 : ℝ) := by
    apply integral_congr
    intro r hr
    rw [Set.uIcc_of_le zero_le_one] at hr
    simp only [sv r hr, mul_zero]
  rw [wronskian hu hv su mu mv, integral_zero] at e
  exact sub_eq_zero.1 ((mul_eq_zero.1 e).resolve_left hk)

/-- First and second derivatives of the trial function. -/
theorem trial_deriv (t : ℝ) :
    deriv (trial t) = (fun r => π * cos (π * r) + t * (2 * r - 2)) ∧
    deriv (deriv (trial t)) = fun r => -(π ^ 2 * sin (π * r)) + 2 * t := by
  have d1 : deriv (trial t) = fun r => π * cos (π * r) + t * (2 * r - 2) := by
    funext r
    have h := (wave_deriv π r).1.fun_add
      (((hasDerivAt_pow 2 r).fun_sub ((hasDerivAt_id' r).const_mul (2 : ℝ))).const_mul t)
    exact h.deriv.trans (by ring)
  refine ⟨d1, ?_⟩
  rw [d1]
  funext r
  have h := ((wave_deriv π r).2.const_mul π).fun_add
    ((((hasDerivAt_id' r).const_mul (2 : ℝ)).sub_const 2).const_mul t)
  exact h.deriv.trans (by ring)

/-- The Kohn estimate of `v_t` is `(5/2 - π²)/(2π) + (2 + 3/π² - 20/π⁴) t`. -/
theorem kohn_affine (t : ℝ) :
    kohn π well t (trial t)
      = (5 / 2 - π ^ 2) / (2 * π) + (2 + 3 / π ^ 2 - 20 / π ^ 4) * t := by
  have hπ : π ≠ 0 := pi_ne_zero
  have hs := fun r => (wave_deriv π r).1
  have hc := fun r => (wave_deriv π r).2
  have hg : ∀ r : ℝ, HasDerivAt (fun r : ℝ => r ^ 2 - 2 * r) (2 * r - 2) r := fun r =>
    ((hasDerivAt_pow 2 r).fun_sub ((hasDerivAt_id' r).const_mul (2 : ℝ))).congr_deriv
      (by ring)
  have hg' : ∀ r : ℝ, HasDerivAt (fun r : ℝ => 2 * r - 2) 2 r := fun r =>
    (((hasDerivAt_id' r).const_mul (2 : ℝ)).sub_const 2).congr_deriv (mul_one _)
  -- primitives of the pieces of order t⁰, t¹ and t²
  have hH : ∀ r, HasDerivAt (fun r => π * r - sin (π * r) * cos (π * r))
      (2 * π * sin (π * r) ^ 2) r := fun r =>
    (((hasDerivAt_id' r).const_mul π).fun_sub ((hs r).fun_mul (hc r))).congr_deriv
      (by linear_combination (-π) * sin_sq_add_cos_sq (π * r))
  have hG : ∀ r, HasDerivAt (fun r => π * ((2 * r - 2) * sin (π * r))
      - π ^ 2 * ((r ^ 2 - 2 * r) * cos (π * r)) + 2 * cos (π * r))
      (π ^ 3 * ((r ^ 2 - 2 * r) * sin (π * r))) r := fun r =>
    (((((hg' r).fun_mul (hs r)).const_mul π).fun_sub
      (((hg r).fun_mul (hc r)).const_mul (π ^ 2))).fun_add
      ((hc r).const_mul (2 : ℝ))).congr_deriv (by ring)
  have hP : ∀ r : ℝ, HasDerivAt
      (fun r : ℝ => 1 / 2 * r ^ 5 - 5 / 2 * r ^ 4 + 4 * r ^ 3 - 2 * r ^ 2)
      (5 / 2 * r ^ 4 - 10 * r ^ 3 + 12 * r ^ 2 - 4 * r) r := fun r =>
    (((((hasDerivAt_pow 5 r).const_mul (1 / 2 : ℝ)).fun_sub
      ((hasDerivAt_pow 4 r).const_mul (5 / 2 : ℝ))).fun_add
      ((hasDerivAt_pow 3 r).const_mul (4 : ℝ))).fun_sub
      ((hasDerivAt_pow 2 r).const_mul (2 : ℝ))).congr_deriv
      (by ring)
  have key := fun r (_ : r ∈ Set.uIcc (0 : ℝ) 1) =>
    (((((hH r).const_mul ((5 / 2 - π ^ 2) / (2 * π))).fun_add
      ((hc r).const_mul (-2 * t / π))).fun_add
      ((hG r).const_mul (t * (5 - π ^ 2) / π ^ 3))).fun_add
      ((hP r).const_mul (t ^ 2))).congr_deriv
      (show _ = trial t r * radialOp π well (trial t) r by
        simp only [radialOp, (trial_deriv t).2]
        unfold trial well
        field_simp
        ring)
  have c : Continuous fun r => trial t r * radialOp π well (trial t) r := by
    simp only [radialOp, (trial_deriv t).2]
    unfold trial well
    fun_prop
  have hint := integral_eq_sub_of_hasDerivAt key (c.intervalIntegrable 0 1)
  unfold kohn
  rw [hint]
  simp only [mul_one, mul_zero, sin_pi, cos_pi, sin_zero, cos_zero]
  field_simp
  ring

/-- For `k = π`, `U = π² - 5/2`: `cos K ≠ 0`, and the interior wave is a `C²` solution
matched with tangent `π tan K / K`. -/
theorem exactWave_witness : cos K ≠ 0 ∧ ContDiff ℝ 2 exactWave ∧ Solves π well exactWave ∧
    Matches π (π * tan K / K) exactWave := by
  have hK : K ^ 2 = 5 / 2 := sq_sqrt (by norm_num)
  -- `π/2 < K < 3π/2` because `9 < π² < 10`
  have h1 : π / 2 < K := (lt_sqrt (by positivity)).2 (by nlinarith [pi_lt_d2, pi_pos])
  have h2 : K < π + π / 2 := (sqrt_lt' (by positivity)).2 (by nlinarith [pi_gt_three])
  have hc : cos K ≠ 0 := (cos_neg_of_pi_div_two_lt_of_lt h1 h2).ne
  have h0 : K ≠ 0 := by linarith [pi_pos] |> fun (h : 0 < K) => h.ne'
  have d1 : deriv exactWave = fun r => -π / (K * cos K) * (K * cos (K * r)) := by
    funext r
    exact ((wave_deriv K r).1.const_mul (-π / (K * cos K))).deriv
  have d2 : ∀ r, deriv (deriv exactWave) r
      = -π / (K * cos K) * (K * -(K * sin (K * r))) := by
    intro r
    rw [d1]
    exact (((wave_deriv K r).2.const_mul K).const_mul (-π / (K * cos K))).deriv
  refine ⟨hc, ?_, ?_, ?_, ?_, ?_⟩
  · unfold exactWave
    fun_prop
  · intro r _
    simp only [radialOp, d2]
    unfold exactWave well
    linear_combination (-(-π / (K * cos K) * sin (K * r))) * hK
  · simp [exactWave]
  · simp only [exactWave, mul_one, sin_pi, cos_pi, tan_eq_sin_div_cos]
    ring
  · simp only [d1, mul_one, sin_pi, cos_pi]
    linear_combination (-π) * mul_inv_cancel₀ (mul_ne_zero h0 hc)

/-- Every `v_t` is `C²` and matched with tangent `t`, the Kohn estimate has the same positive slope
at every `t` and no stationary point, while `cos K ≠ 0` and the exact tangent is precisely `π tan K
/ K`. -/
theorem kohn_anomaly :
    (∀ t, ContDiff ℝ 2 (trial t) ∧ Matches π t (trial t)) ∧
    (∀ t, HasDerivAt (fun t => kohn π well t (trial t)) (2 + 3 / π ^ 2 - 20 / π ^ 4) t) ∧
    0 < 2 + 3 / π ^ 2 - 20 / π ^ 4 ∧
    (∀ t, ¬ HasDerivAt (fun t => kohn π well t (trial t)) 0 t) ∧
    cos K ≠ 0 ∧ ∀ τ, IsExactTangent π well τ ↔ τ = π * tan K / K := by
  have hd : ∀ t, HasDerivAt (fun t => kohn π well t (trial t))
      (2 + 3 / π ^ 2 - 20 / π ^ 4) t := by
    intro t
    rw [funext kohn_affine]
    exact (((hasDerivAt_id' t).const_mul _).const_add _).congr_deriv (mul_one _)
  have hpos : 0 < 2 + 3 / π ^ 2 - 20 / π ^ 4 := by
    have h4 := pow_le_pow_left₀ (by norm_num : (0 : ℝ) ≤ 3) pi_gt_three.le 4
    have ha : 20 / π ^ 4 < 2 := (div_lt_iff₀ (by positivity)).2 (by nlinarith)
    have hb : 0 < 3 / π ^ 2 := by positivity
    linarith
  have hex : IsExactTangent π well (π * tan K / K) := ⟨exactWave, exactWave_witness.2⟩
  refine ⟨fun t => ⟨?_, ?_, ?_, ?_⟩, hd, hpos, fun t h => hpos.ne' ((hd t).unique h),
    exactWave_witness.1, fun τ => ⟨fun h => tangent_unique pi_ne_zero h hex, fun h => ?_⟩⟩
  · unfold trial
    fun_prop
  · simp [trial]
  · simp only [trial, mul_one, cos_pi]
    ring
  · simp only [(trial_deriv t).1, mul_one, sin_pi]
    ring
  · rw [h]
    exact hex

end

end KohnAnomaly
```

```lean
#print axioms KohnAnomaly.kato_identity
#print axioms KohnAnomaly.kohn_anomaly
```

```
'KohnAnomaly.kato_identity' depends on axioms: [propext, Classical.choice, Quot.sound]
'KohnAnomaly.kohn_anomaly' depends on axioms: [propext, Classical.choice, Quot.sound]
```

## How the lemmas follow the derivation

`c2_parts` unpacks $C^2$, and `wave_deriv` differentiates $\sin qr$ and $\cos qr$ for real $q$. In `wronskian`, step `e` replaces $u\,Lv$ by $uv''-u''v$, step `d` recognises the derivative, `integral_eq_sub_of_hasDerivAt` integrates it, and `sin_sq_add_cos_sq` closes the boundary algebra; $U$ cancels and needs no regularity. `kato_identity` assumes $k\ne0$ and $U$ continuous on $[0,1]$, which lets `integral_sub` split $\int(v-u)Lv$. It fixes the sign of the functional and is not used by the main theorem. `tangent_unique` is `wronskian` with a zero integrand.

`kohn_affine` uses `trial_deriv` and one primitive, assembled in `key` from `hH` for $s^2$, `hc` for $s$, `hG` for $gs$ and `hP` for $g\,Lg$. The polynomial in `hP` vanishes at $0$ and $1$, which is the $t^2$ cancellation. `exactWave_witness` bounds $K$ in `h1` and `h2` and checks the equation through `hK`, $K^2=5/2$.

`kohn_anomaly` differentiates the affine formula in `hd`, excludes a zero derivative by uniqueness of derivatives against `hpos`, and obtains the equivalence from the witness `hex` in one direction and `tangent_unique` in the other.
